# The kinetic matrix element of a hard-wall radial orbital is a volume term plus a surface term at the wall

## Does the slope at the wall really enter the kinetic element?

If a radial function u solves −u″/2 + v u = ε u inside a hard wall at r = c, and w is a C¹ function with w(0) = 0, then

(1/2) ∫ w′u′ dr = ∫ w (ε − v) u dr + (1/2) w(c) u′(c),

with both integrals over [0, c] and u twice continuously differentiable up to the endpoints. The last term is what the kink of a strictly confined numerical orbital contributes, a delta shell at the cutoff radius. It can be as large as the volume integral: for v = 0, u = sin(πr/c) and w = r, the left side is zero, while the integral without the surface term is π/2.

I would like to see this made rigorous and machine-checked, with the conditions on v, u and w stated exactly. When may the surface term be left out?

## Integration by parts leaves (1/2) w(c) u′(c)

The surface term may be left out exactly when w(c) = 0 or u′(c) = 0. To see this, start from the product rule,

(w u′)′ = w′u′ + w u″.

Integrating from 0 to c gives

∫ w′u′ dr = w(c) u′(c) − w(0) u′(0) − ∫ w u″ dr.

The contribution from the origin vanishes because w(0) = 0. Half of what remains is

(1/2) ∫ w′u′ dr = (1/2) w(c) u′(c) − (1/2) ∫ w u″ dr.

Inside the wall the radial equation says −u″/2 = (ε − v) u. Multiplying by w and integrating turns the last term into the volume term,

−(1/2) ∫ w u″ dr = ∫ w (ε − v) u dr,

and the identity follows. The kinetic element and the volume term differ by (1/2) w(c) u′(c), a product that is zero only if one of its factors is. For a hard-wall orbital, with u(c) = 0 and v continuous on (0, c], the slope u′(c) cannot vanish unless u is zero throughout, because the radial equation has only one solution with given value and slope at c. Only the condition w(c) = 0 is then left.

The delta shell is the same term seen from outside. Continue an orbital with u(c) = 0 by zero beyond the wall. Its slope then jumps from u′(c) to 0, so −u″/2 acquires the contribution (1/2) u′(c) δ(r − c), and integration against w gives (1/2) w(c) u′(c).

### Orthogonality of orbitals with different energies

Let u₁ and u₂ solve the radial equation with the same v and energies ε₁ ≠ ε₂, and let both vanish at 0 and at c. Integrating ∫ u₁′u₂′ dr by parts in either order leaves no boundary term, so

∫ u₁u₂″ dr = ∫ u₂u₁″ dr.

The radial equations give u₁″ = 2(v − ε₁)u₁ and u₂″ = 2(v − ε₂)u₂, and the potential cancels in

u₁u₂″ − u₂u₁″ = 2(ε₁ − ε₂) u₁u₂.

The integral of the left side is zero. Since ε₁ ≠ ε₂, ∫ u₁u₂ dr = 0.

### The sine orbital against w = r

Put k = π/c. Then u = sin(kr) has u″ = −k²u, so it solves the equation with v = 0 and ε = k²/2. With w′ = 1 the kinetic element is

(1/2) ∫ u′ dr = (1/2)(sin π − sin 0) = 0.

This is what one expects, because w = r corresponds to the three-dimensional function w/r = 1, which has no gradient inside the sphere. The surface term is

(1/2) · c · (π/c) cos π = −π/2,

and the volume term is

(k²/2) ∫ r sin(kr) dr = (π²/(2c²)) · (c²/π) = π/2.

These functions are not normalised: ∫ u² dr = c/2 and ∫ w² dr = c³/3 over [0, c]. With both normalised on that interval, the volume and surface terms become ±√6 π/(2c²), and their sum is still zero.

## The identity in Lean

```lean
import Mathlib

open Set
open scoped Real

namespace HardWallKinetic

noncomputable section

/-- The function `f` is continuously differentiable on `[0, c]` with derivative `df`:
both are continuous up to the endpoints, and `df` is the derivative in the interior. -/
structure IsC1 (c : ℝ) (f df : ℝ → ℝ) : Prop where
  cont : ContinuousOn f (Icc 0 c)
  cont_deriv : ContinuousOn df (Icc 0 c)
  hasDeriv : ∀ r ∈ Ioo 0 c, HasDerivAt f (df r) r

/-- The radial function `u`, with first and second derivatives `du` and `ddu`, is C² on `[0, c]`
and solves `-u''/2 + v u = ε u` in the interior. -/
structure IsRadialSolution (c ε : ℝ) (v u du ddu : ℝ → ℝ) : Prop where
  first : IsC1 c u du
  second : IsC1 c du ddu
  equation : ∀ r ∈ Ioo 0 c, -(1 / 2) * ddu r + v r * u r = ε * u r

/-- The kinetic matrix element `(1/2) ∫ w' u'` over `[0, c]`, written in the derivatives. -/
def kineticElement (c : ℝ) (dw du : ℝ → ℝ) : ℝ :=
  (1 / 2) * ∫ r in (0 : ℝ)..c, dw r * du r

/-- The volume term `∫ w (ε - v) u` over `[0, c]`. -/
def volumeTerm (c ε : ℝ) (v w u : ℝ → ℝ) : ℝ :=
  ∫ r in (0 : ℝ)..c, w r * (ε - v r) * u r

/-- The surface term `(1/2) w(c) u'(c)` at the wall. -/
def shellTerm (c : ℝ) (w du : ℝ → ℝ) : ℝ :=
  1 / 2 * w c * du c

/-- Two integrands that agree strictly between the origin and the wall have equal integrals. -/
theorem integral_congr_interior {c : ℝ} (hc : 0 ≤ c) {f g : ℝ → ℝ}
    (h : ∀ r ∈ Ioo 0 c, f r = g r) :
    ∫ r in (0 : ℝ)..c, f r = ∫ r in (0 : ℝ)..c, g r := by
  rw [intervalIntegral.integral_of_le hc, intervalIntegral.integral_of_le hc,
    MeasureTheory.integral_Ioc_eq_integral_Ioo, MeasureTheory.integral_Ioc_eq_integral_Ioo]
  exact MeasureTheory.setIntegral_congr_fun measurableSet_Ioo (fun r hr => h r hr)

/-- Integration by parts on `[0, c]`, with the boundary values at the origin and the wall. -/
theorem integral_by_parts {c : ℝ} (hc : 0 ≤ c) {w dw g dg : ℝ → ℝ}
    (hw : IsC1 c w dw) (hg : IsC1 c g dg) :
    ∫ r in (0 : ℝ)..c, dw r * g r =
      w c * g c - w 0 * g 0 - ∫ r in (0 : ℝ)..c, w r * dg r := by
  have i1 : IntervalIntegrable (fun r => dw r * g r) MeasureTheory.volume 0 c :=
    ContinuousOn.intervalIntegrable_of_Icc hc (hw.cont_deriv.mul hg.cont)
  have i2 : IntervalIntegrable (fun r => w r * dg r) MeasureTheory.volume 0 c :=
    ContinuousOn.intervalIntegrable_of_Icc hc (hw.cont.mul hg.cont_deriv)
  have hd : ∀ r ∈ Ioo 0 c,
      HasDerivAt (fun x => w x * g x) (dw r * g r + w r * dg r) r :=
    fun r hr => (hw.hasDeriv r hr).fun_mul (hg.hasDeriv r hr)
  -- the fundamental theorem of calculus for the product
  have h : ∫ r in (0 : ℝ)..c, (dw r * g r + w r * dg r) = w c * g c - w 0 * g 0 :=
    intervalIntegral.integral_eq_sub_of_hasDerivAt_of_le hc
      (hw.cont.mul hg.cont) hd (i1.add i2)
  rw [intervalIntegral.integral_add i1 i2] at h
  linarith

/-- By the radial equation, the volume term equals `-(1/2) ∫ w u''`. -/
theorem volumeTerm_eq {c ε : ℝ} (hc : 0 ≤ c) {v u du ddu : ℝ → ℝ} (w : ℝ → ℝ)
    (hu : IsRadialSolution c ε v u du ddu) :
    volumeTerm c ε v w u = -(1 / 2) * ∫ r in (0 : ℝ)..c, w r * ddu r := by
  unfold volumeTerm
  rw [← intervalIntegral.integral_const_mul]
  apply integral_congr_interior hc
  intro r hr
  linear_combination (-w r) * hu.equation r hr

/-- The kinetic element between a radial solution `u` and a C¹ function `w` with `w(0) = 0`
is the volume term plus the surface term at the wall. -/
theorem kineticElement_eq {c ε : ℝ} (hc : 0 ≤ c) {v u du ddu w dw : ℝ → ℝ}
    (hu : IsRadialSolution c ε v u du ddu) (hw : IsC1 c w dw) (hw0 : w 0 = 0) :
    kineticElement c dw du = volumeTerm c ε v w u + shellTerm c w du := by
  have h := integral_by_parts hc hw hu.second
  rw [hw0] at h
  rw [volumeTerm_eq hc w hu]
  unfold kineticElement shellTerm
  linear_combination (1 / 2) * h

/-- The volume term alone gives the kinetic element exactly when `w` or the slope of `u`
vanishes at the wall. -/
theorem kineticElement_eq_volumeTerm_iff {c ε : ℝ} (hc : 0 ≤ c) {v u du ddu w dw : ℝ → ℝ}
    (hu : IsRadialSolution c ε v u du ddu) (hw : IsC1 c w dw) (hw0 : w 0 = 0) :
    kineticElement c dw du = volumeTerm c ε v w u ↔ w c = 0 ∨ du c = 0 := by
  rw [kineticElement_eq hc hu hw hw0, add_eq_left]
  simp [shellTerm]

/-- Two radial solutions for the same potential that vanish at the origin and at the wall
are orthogonal if their energies differ. -/
theorem orthogonal_of_energy_ne {c ε₁ ε₂ : ℝ} (hc : 0 ≤ c)
    {v u₁ du₁ ddu₁ u₂ du₂ ddu₂ : ℝ → ℝ}
    (h₁ : IsRadialSolution c ε₁ v u₁ du₁ ddu₁) (h₂ : IsRadialSolution c ε₂ v u₂ du₂ ddu₂)
    (a₁ : u₁ 0 = 0) (b₁ : u₁ c = 0) (a₂ : u₂ 0 = 0) (b₂ : u₂ c = 0) (hε : ε₁ ≠ ε₂) :
    ∫ r in (0 : ℝ)..c, u₁ r * u₂ r = 0 := by
  -- the kinetic element can be integrated by parts in either order
  have p₁ := integral_by_parts hc h₁.first h₂.second
  have p₂ := integral_by_parts hc h₂.first h₁.second
  rw [a₁, b₁] at p₁
  rw [a₂, b₂] at p₂
  have hcomm : ∫ r in (0 : ℝ)..c, du₂ r * du₁ r = ∫ r in (0 : ℝ)..c, du₁ r * du₂ r :=
    integral_congr_interior hc (fun r _ => mul_comm (du₂ r) (du₁ r))
  have i₁ : IntervalIntegrable (fun r => u₁ r * ddu₂ r) MeasureTheory.volume 0 c :=
    ContinuousOn.intervalIntegrable_of_Icc hc (h₁.first.cont.mul h₂.second.cont_deriv)
  have i₂ : IntervalIntegrable (fun r => u₂ r * ddu₁ r) MeasureTheory.volume 0 c :=
    ContinuousOn.intervalIntegrable_of_Icc hc (h₂.first.cont.mul h₁.second.cont_deriv)
  -- the potential cancels in the difference of the two radial equations
  have hdiff : ∫ r in (0 : ℝ)..c, (u₁ r * ddu₂ r - u₂ r * ddu₁ r) =
      2 * (ε₁ - ε₂) * ∫ r in (0 : ℝ)..c, u₁ r * u₂ r := by
    rw [← intervalIntegral.integral_const_mul]
    apply integral_congr_interior hc
    intro r hr
    linear_combination (-2 * u₁ r) * h₂.equation r hr + 2 * u₂ r * h₁.equation r hr
  rw [intervalIntegral.integral_sub i₁ i₂] at hdiff
  have hzero : (ε₁ - ε₂) * ∫ r in (0 : ℝ)..c, u₁ r * u₂ r = 0 := by
    linarith
  exact (mul_eq_zero.mp hzero).resolve_left (sub_ne_zero.mpr hε)

/-- The wave `sin (k r)` solves the radial equation without potential at energy `k²/2`. -/
theorem isRadialSolution_witness (c k : ℝ) :
    IsRadialSolution c (k ^ 2 / 2) (fun _ => 0) (fun r => Real.sin (k * r))
      (fun r => k * Real.cos (k * r)) (fun r => -k ^ 2 * Real.sin (k * r)) := by
  have hk : ∀ r : ℝ, HasDerivAt (fun x : ℝ => k * x) k r :=
    fun r => ((hasDerivAt_id' r).const_mul k).congr_deriv (mul_one k)
  refine ⟨⟨?_, ?_, ?_⟩, ⟨?_, ?_, ?_⟩, ?_⟩
  · exact Continuous.continuousOn (by fun_prop)
  · exact Continuous.continuousOn (by fun_prop)
  · intro r _
    exact (hk r).sin.congr_deriv (by ring)
  · exact Continuous.continuousOn (by fun_prop)
  · exact Continuous.continuousOn (by fun_prop)
  · intro r _
    exact ((hk r).cos.const_mul k).congr_deriv (by ring)
  · intro r _
    ring

/-- For `u = sin (π r / c)`, `w = r` and no potential, the kinetic element is zero, the volume
term is `π/2` and the surface term is `-π/2`. -/
theorem sine_orbital_terms {c : ℝ} (hc : 0 < c) :
    kineticElement c (fun _ => 1) (fun r => π / c * Real.cos (π / c * r)) = 0 ∧
    volumeTerm c ((π / c) ^ 2 / 2) (fun _ => 0) (fun r => r)
      (fun r => Real.sin (π / c * r)) = π / 2 ∧
    shellTerm c (fun r => r) (fun r => π / c * Real.cos (π / c * r)) = -(π / 2) := by
  have hk : π / c * c = π := div_mul_cancel₀ _ hc.ne'
  have hu := isRadialSolution_witness c (π / c)
  have hw : IsC1 c (fun r => r) (fun _ => 1) :=
    ⟨continuousOn_id, continuousOn_const, fun r _ => hasDerivAt_id' r⟩
  -- the slope of the orbital integrates to zero
  have hT : ∫ r in (0 : ℝ)..c, π / c * Real.cos (π / c * r) =
      Real.sin (π / c * c) - Real.sin (π / c * 0) :=
    intervalIntegral.integral_eq_sub_of_hasDerivAt_of_le hc.le hu.first.cont
      hu.first.hasDeriv (ContinuousOn.intervalIntegrable_of_Icc hc.le hu.first.cont_deriv)
  rw [hk, Real.sin_pi, mul_zero, Real.sin_zero, sub_zero] at hT
  have hkin : kineticElement c (fun _ => 1)
      (fun r => π / c * Real.cos (π / c * r)) = 0 := by
    simp only [kineticElement, one_mul, hT, mul_zero]
  have hshell : shellTerm c (fun r => r)
      (fun r => π / c * Real.cos (π / c * r)) = -(π / 2) := by
    simp only [shellTerm, hk, Real.cos_pi]
    linear_combination (-1 / 2) * hk
  have hmain := kineticElement_eq hc.le hu hw rfl
  exact ⟨hkin, by linarith, hshell⟩

end

end HardWallKinetic
```

```lean
#print axioms HardWallKinetic.kineticElement_eq_volumeTerm_iff
-- 'HardWallKinetic.kineticElement_eq_volumeTerm_iff' depends on axioms: [propext, Classical.choice, Quot.sound]
#print axioms HardWallKinetic.orthogonal_of_energy_ne
-- 'HardWallKinetic.orthogonal_of_energy_ne' depends on axioms: [propext, Classical.choice, Quot.sound]
#print axioms HardWallKinetic.sine_orbital_terms
-- 'HardWallKinetic.sine_orbital_terms' depends on axioms: [propext, Classical.choice, Quot.sound]
```

## How the definitions encode the orbital and the wall

Functions are real functions on the whole line, but only their behaviour on [0, c] matters. `IsC1 c f df` says that `f` and `df` are continuous on the closed interval and that `df` is the derivative of `f` at every interior point. A derivative is thus supplied as a separate function and tied to its parent by this condition, which avoids asking for a two-sided derivative at the wall, where the confined orbital has its kink.

`IsRadialSolution c ε v u du ddu` applies this condition twice, so that `du` and `ddu` are u′ and u″, and imposes the radial equation in the open interval. The units are Hartree atomic units, hence the factor 1/2. The function `u` is r times the radial part of the orbital, and the integrals carry the weight dr, not r² dr.

Nothing is assumed about the continuity of `v`. In the interior, (ε − v)u equals −u″/2, which is continuous up to the endpoints, so the volume integral is well behaved even for a Coulomb or centrifugal singularity at the origin, provided that `u` itself is C² there.

The three quantities in the identity have their own definitions:

- `kineticElement c dw du` is (1/2) ∫ w′u′ dr.
- `volumeTerm c ε v w u` is ∫ w (ε − v) u dr.
- `shellTerm c w du` is (1/2) w(c) u′(c).

The theorem `kineticElement_eq` states that the first is the sum of the other two, for c ≥ 0, a radial solution `u` and a C¹ function `w` with `w 0 = 0`. It does not require u(c) = 0. The hard wall enters as that boundary condition only in `orthogonal_of_energy_ne`, where both orbitals vanish at both ends. The answer to your last question is `kineticElement_eq_volumeTerm_iff`, and `sine_orbital_terms` gives the three values of the example for every c > 0.

The setting is one-dimensional and has a single centre. For an s orbital with u(c) = 0, `kineticElement` is the full radial kinetic matrix element. For higher angular momentum l, the centrifugal term l(l + 1)/(2r²) belongs in `v`, and its matrix element must be added to obtain the full kinetic energy. Matrix elements between orbitals on different atoms are not treated, and neither is the existence of solutions for a given potential. The delta function is represented only by its effect, the number `shellTerm`.

For electronic-structure codes whose numerical orbitals are confined by a hard wall, the identity says, in this one-centre radial model, that a kinetic element evaluated through the radial equation needs the wall term, whereas the form with two first derivatives already contains it. The term matters when `w` is nonzero at the cutoff of `u`, for instance when `w` belongs to an orbital with a larger cutoff.

## How the proof follows the calculation

`integral_congr_interior` shows that two integrands which agree on the open interval have the same integral. It is needed because the radial equation is known only there, and it works by replacing the interval of integration by `Ioo 0 c`, since single points carry no weight.

`integral_by_parts` is the product-rule step. The facts `i1` and `i2` establish that both products are integrable, from continuity on the closed interval, and `hd` is the product rule at interior points. A version of the fundamental theorem of calculus that needs continuity up to the endpoints but derivatives only inside gives `h`. Splitting the integral of the sum and rearranging finishes the lemma.

`volumeTerm_eq` inserts the radial equation. After the constant −1/2 has been moved under the integral, the integrands are compared point by point, and `linear_combination (-w r) * hu.equation r hr` is the multiplication of the equation by −w(r).

`kineticElement_eq` applies integration by parts to `w` and u′, which is why it uses `hu.second`, the statement that u′ is C¹. It sets w(0) to zero, rewrites the volume term by the previous lemma, and takes half of the resulting equation with `linear_combination (1 / 2) * h`. The criterion for omitting the surface term then reduces to the statement that x + y = x holds exactly when y = 0, followed by the condition for a product to vanish.

In `orthogonal_of_energy_ne`, `p₁` and `p₂` are the two integrations by parts, and `hcomm` identifies their left sides. The step `hdiff` adds the equation for u₂, multiplied by −2u₁, to the equation for u₁, multiplied by 2u₂, so that the potential drops out. This leads to `hzero`, the product of ε₁ − ε₂ and the overlap, and the first factor is nonzero by hypothesis.

`isRadialSolution_witness` checks by differentiation that sin(kr) satisfies every condition of `IsRadialSolution` with energy k²/2, for any real k. In `sine_orbital_terms`, the kinetic element comes from the fundamental theorem of calculus (`hT`) and the surface term from cos π = −1. The volume term is not integrated directly as it was above: the main identity `hmain` reads 0 = volume term − π/2, and `linarith` solves it.
